# In a grand-canonical mode of non-interacting bosons with mean occupation m, the occupation number has variance m² + m

A single mode of non-interacting bosons, in the grand-canonical ensemble, holds `n` particles with the normalised probability (1 − z)zⁿ, where the fugacity factor z lies strictly between 0 and 1. The mean occupation is m = z/(1 − z). The theorem `modeProb_variance` states that the series of squared deviations (n − m)², weighted by these probabilities, converges to m² + m. The attempt writes the squared deviation as a combination of the binomial coefficient "n + 2 choose 2", `n` and a constant, adds up the three known series to get `h`, and then asks `convert` to match `h` with the goal.

This version doesn't compile in Lean 4 with Mathlib:

```lean
import Mathlib

open Filter Topology Finset

namespace ModeProbVariance

noncomputable section

/-- Grand-canonical probability of finding `n` bosons in a mode of fugacity factor `z`,
for `0 < z < 1`. -/
def modeProb (z : ℝ) (n : ℕ) : ℝ := (1 - z) * z ^ n

/-- For `0 < z < 1` the grand-canonical mode probabilities sum to one. -/
theorem modeProb_hasSum {z : ℝ} (h0 : 0 < z) (h1 : z < 1) : HasSum (modeProb z) 1 := by
  have h := (hasSum_geometric_of_lt_one h0.le h1).mul_left (1 - z)
  rw [mul_inv_cancel₀ (sub_pos.mpr h1).ne'] at h
  exact h

/-- For `0 < z < 1` the mean occupation is the convergent sum `z / (1 - z)`. -/
theorem modeProb_mean {z : ℝ} (h0 : 0 < z) (h1 : z < 1) :
    HasSum (fun n : ℕ => (n : ℝ) * modeProb z n) (z / (1 - z)) := by
  have hz : 1 - z ≠ 0 := (sub_pos.mpr h1).ne'
  have hn : ‖z‖ < 1 := by rwa [Real.norm_of_nonneg h0.le]
  have h := (hasSum_coe_mul_geometric_of_norm_lt_one hn).mul_left (1 - z)
  have hf : (fun n : ℕ => (n : ℝ) * modeProb z n) =
      fun n : ℕ => (1 - z) * ((n : ℝ) * z ^ n) := by
    funext n
    unfold modeProb
    ring
  have hv : z / (1 - z) = (1 - z) * (z / (1 - z) ^ 2) := by
    field_simp
  rw [hf, hv]
  exact h

/-- For `0 < z < 1` the squared deviations from the mean `m = z / (1 - z)` average
to `m ^ 2 + m`. -/
theorem modeProb_variance {z : ℝ} (h0 : 0 < z) (h1 : z < 1) :
    HasSum (fun n : ℕ => ((n : ℝ) - z / (1 - z)) ^ 2 * modeProb z n)
      ((z / (1 - z)) ^ 2 + z / (1 - z)) := by
  have hz : 1 - z ≠ 0 := (sub_pos.mpr h1).ne'
  have hn : ‖z‖ < 1 := by rwa [Real.norm_of_nonneg h0.le]
  -- expand the square in binomial coefficients, whose series are known
  have h := (((hasSum_choose_mul_geometric_of_norm_lt_one 2 hn).mul_left (2 * (1 - z))).sub
    ((modeProb_mean h0 h1).mul_left (3 + 2 * (z / (1 - z))))).add
    ((modeProb_hasSum h0 h1).mul_left ((z / (1 - z)) ^ 2 - 2))
  convert h using 1
  · funext n
    simp only [Nat.cast_choose_two, modeProb]
    push_cast
    ring
  · field_simp
    ring

end

end ModeProbVariance
```

Lean reports:

```
Main.lean:47:4: error: Tactic `apply` failed: could not unify the conclusion of `@funext`
  ?f = ?g
with the goal
  Real.instAddCommMonoid = Real.instAddCommGroup.toAddCommMonoid

Note: The full type of `@funext` is
  ∀ {α : Sort ?u.146} {β : α → Sort ?u.145} {f g : (x : α) → β x}, (∀ (x : α), f x = g x) → f = g

case e'_3
z : ℝ
h0 : 0 < z
h1 : z < 1
hz : 1 - z ≠ 0
hn : ‖z‖ < 1
h :
  HasSum
    (fun b =>
      2 * (1 - z) * (↑((b + 2).choose 2) * z ^ b) - (3 + 2 * (z / (1 - z))) * (↑b * modeProb z b) +
        ((z / (1 - z)) ^ 2 - 2) * modeProb z b)
    (2 * (1 - z) * (1 / (1 - z) ^ (2 + 1)) - (3 + 2 * (z / (1 - z))) * (z / (1 - z)) + ((z / (1 - z)) ^ 2 - 2) * 1)
⊢ Real.instAddCommMonoid = Real.instAddCommGroup.toAddCommMonoid
Try this:
  [apply] ring_nf
  
  The `ring` tactic failed to close the goal. Use `ring_nf` to obtain a normal form.
    
  Note that `ring` works primarily in *commutative* rings. If you have a noncommutative ring, abelian group or module, consider using `noncomm_ring`, `abel` or `module` instead.
Main.lean:51:2: error: unsolved goals
case e'_5
z : ℝ
h0 : 0 < z
h1 : z < 1
hz : 1 - z ≠ 0
hn : ‖z‖ < 1
h :
  HasSum
    (fun b =>
      2 * (1 - z) * (↑((b + 2).choose 2) * z ^ b) - (3 + 2 * (z / (1 - z))) * (↑b * modeProb z b) +
        ((z / (1 - z)) ^ 2 - 2) * modeProb z b)
    (2 * (1 - z) * (1 / (1 - z) ^ (2 + 1)) - (3 + 2 * (z / (1 - z))) * (z / (1 - z)) + ((z / (1 - z)) ^ 2 - 2) * 1)
⊢ (fun n =>
      -(↑n * z * modeProb z n * (1 - z * 2 + z ^ 2)⁻¹ * 2) + ↑n * z ^ 2 * modeProb z n * (1 - z * 2 + z ^ 2)⁻¹ * 2 -
              ↑n ^ 2 * z * modeProb z n * (1 - z * 2 + z ^ 2)⁻¹ * 2 +
            ↑n ^ 2 * z ^ 2 * modeProb z n * (1 - z * 2 + z ^ 2)⁻¹ +
          ↑n ^ 2 * modeProb z n * (1 - z * 2 + z ^ 2)⁻¹ +
        z ^ 2 * modeProb z n * (1 - z * 2 + z ^ 2)⁻¹) =
    fun b =>
    -(z * z ^ b * (1 - z * 2 + z ^ 2)⁻¹ * ↑((2 + b).choose 2) * 6) + z * (1 - z * 2 + z ^ 2)⁻¹ * ↑b * modeProb z b * 4 +
                    z * (1 - z * 2 + z ^ 2)⁻¹ * modeProb z b * 4 +
                  z ^ 2 * z ^ b * (1 - z * 2 + z ^ 2)⁻¹ * ↑((2 + b).choose 2) * 6 -
                z ^ 2 * (1 - z * 2 + z ^ 2)⁻¹ * ↑b * modeProb z b -
              z ^ 2 * (1 - z * 2 + z ^ 2)⁻¹ * modeProb z b -
            z ^ 3 * z ^ b * (1 - z * 2 + z ^ 2)⁻¹ * ↑((2 + b).choose 2) * 2 +
          z ^ b * (1 - z * 2 + z ^ 2)⁻¹ * ↑((2 + b).choose 2) * 2 -
        (1 - z * 2 + z ^ 2)⁻¹ * ↑b * modeProb z b * 3 -
      (1 - z * 2 + z ^ 2)⁻¹ * modeProb z b * 2
Main.lean:39:43: error: unsolved goals
case e'_6
z : ℝ
h0 : 0 < z
h1 : z < 1
hz : 1 - z ≠ 0
hn : ‖z‖ < 1
h :
  HasSum
    (fun b =>
      2 * (1 - z) * (↑((b + 2).choose 2) * z ^ b) - (3 + 2 * (z / (1 - z))) * (↑b * modeProb z b) +
        ((z / (1 - z)) ^ 2 - 2) * modeProb z b)
    (2 * (1 - z) * (1 / (1 - z) ^ (2 + 1)) - (3 + 2 * (z / (1 - z))) * (z / (1 - z)) + ((z / (1 - z)) ^ 2 - 2) * 1)
⊢ (z / (1 - z)) ^ 2 + z / (1 - z) =
    2 * (1 - z) * (1 / (1 - z) ^ (2 + 1)) - (3 + 2 * (z / (1 - z))) * (z / (1 - z)) + ((z / (1 - z)) ^ 2 - 2) * 1
```

`convert h using 1` left three goals, and the proof has bullets for two. The first goal is an equality between two instances of the additive structure on ℝ: `h` was built with `.sub`, which needs an additive group, so its instance comes by another path than the goal's.

Each bullet therefore met the wrong goal. `funext n` was given the instance equality, which it can't unify with an equality of functions. `field_simp` and `ring` were given the equality of the summands, still under `fun` and with `modeProb` folded, and couldn't close it. The equality of the sums had no bullet, hence the last error.

The repair states the two mathematical equalities as `hf` and `hv`, so each set of tactics gets the goal it was written for. After `rw [hf, hv]`, `exact h` succeeds because the two instances are equal by definition.

The new `generalize` replaces z/(1 − z) by a letter `m`, since the identity in `hf` holds for any `m`. The messages don't show whether `ring` needed this.

The mended proof, as a diff:

```diff
@@ -44,11 +44,20 @@
     ((modeProb_mean h0 h1).mul_left (3 + 2 * (z / (1 - z))))).add
     ((modeProb_hasSum h0 h1).mul_left ((z / (1 - z)) ^ 2 - 2))
-  convert h using 1
-  · funext n
+  have hf : (fun n : ℕ => ((n : ℝ) - z / (1 - z)) ^ 2 * modeProb z n) =
+      fun n : ℕ => 2 * (1 - z) * (((n + 2).choose 2 : ℝ) * z ^ n) -
+        (3 + 2 * (z / (1 - z))) * ((n : ℝ) * modeProb z n) +
+        ((z / (1 - z)) ^ 2 - 2) * modeProb z n := by
+    funext n
+    generalize z / (1 - z) = m
     simp only [Nat.cast_choose_two, modeProb]
     push_cast
     ring
-  · field_simp
+  have hv : (z / (1 - z)) ^ 2 + z / (1 - z) =
+      2 * (1 - z) * (1 / (1 - z) ^ (2 + 1)) - (3 + 2 * (z / (1 - z))) * (z / (1 - z)) +
+        ((z / (1 - z)) ^ 2 - 2) * 1 := by
+    field_simp
     ring
+  rw [hf, hv]
+  exact h
 
 end
```
